# For \(Z < c\) the leading Dirac density at a point nucleus diverges exactly for \(|\kappa| = 1\)

## Physical setting

An electron close to a point nucleus of charge number \(Z\) feels the potential \(V(r) = -Z/r\), in Hartree atomic units, where \(r\) is the distance from the nucleus. In Schrödinger theory the density of an orbital with angular momentum \(l\) starts as \(r^{2l}\): it is finite at the nucleus for s orbitals and vanishes for all others. The question is what replaces this rule for the Dirac equation, and how the density near the nucleus is divided between the two radial components.

A central-field Dirac orbital has a large radial component \(P(r)\), a small radial component \(Q(r)\) and an integer label \(\kappa\). For total angular momentum \(j = l + \tfrac12\) the label is \(\kappa = -(l+1)\), for \(j = l - \tfrac12\) it is \(\kappa = l\), and \(|\kappa| = j + \tfrac12\) in both cases. Thus \(\kappa = -1\) is s\(_{1/2}\), \(\kappa = +1\) is p\(_{1/2}\), and \(|\kappa| \ge 2\) collects the orbitals with \(j \ge \tfrac32\). With \(c\) the speed of light and \(\varepsilon\) the energy measured from the rest energy, the radial equations are

\[
P' + \frac{\kappa}{r}P = \frac{\varepsilon - V + 2c^2}{c}\,Q, \qquad Q' - \frac{\kappa}{r}Q = -\frac{\varepsilon - V}{c}\,P .
\]

Suppose that both components start with the same power \(\gamma\), so that \(P \simeq p\,r^{\gamma}\) and \(Q \simeq q\,r^{\gamma}\) with constant amplitudes \(p\) and \(q\). The left sides then start as \((\gamma+\kappa)\,p\,r^{\gamma-1}\) and \((\gamma-\kappa)\,q\,r^{\gamma-1}\). On the right sides only the term \(-V/c = x/r\), with the coupling \(x = Z/c\), contributes at order \(r^{\gamma-1}\); the terms in \(\varepsilon\) and \(2c^2\) are of order \(r^{\gamma}\). Matching the coefficients gives the indicial equations

\[
(\gamma+\kappa)\,p = x\,q, \qquad (\gamma-\kappa)\,q = -x\,p ,
\]

and the leading density, averaged over angles and up to the factor \(1/4\pi\), is

\[
\rho(r) = \frac{(p\,r^{\gamma})^2 + (q\,r^{\gamma})^2}{r^2} .
\]

The behaviour of \(\rho\) bears on the inner end of radial grids and on the choice of basis functions in four-component calculations that use a point nucleus. The model treated here is one electron, a point nucleus and the leading power of \(r\) alone.

## Statement

The predicate `Indicial κ x γ p q` is the pair of indicial equations, with `κ : ℤ` and real `x`, `γ`, `p`, `q`. The function `density γ p q r` is \(\rho(r)\). A solution is called nonzero when `p ≠ 0 ∨ q ≠ 0`.

1. `solution_iff`: for \(x \ne 0\), the pair \((p,q)\) is a nonzero solution if and only if \(\gamma^2 = \kappa^2 - x^2\) and \((p,q) = \lambda\,(x, \gamma+\kappa)\) for some real \(\lambda \ne 0\). The multiple \(\lambda\) is called `c` in the Lean statement and has nothing to do with the speed of light.
2. `ratio_pos_kappa`, `ratio_kappa_one`, `ratio_neg_kappa`: for \(x > 0\), \(\gamma > 0\) and a nonzero solution, \(x/(2\kappa) < p/q < x/\kappa\) if \(\kappa > 0\), in particular \(x/2 < p/q < x\) if \(\kappa = 1\), and \(x/(2|\kappa|) < -q/p < x/|\kappa|\) if \(\kappa < 0\).
3. `large_component_share`: for \(x \ne 0\) a nonzero solution has \(\kappa \ne 0\) and \(p^2/(p^2+q^2) = (\kappa-\gamma)/(2\kappa)\).
4. `density_eq`, `density_diverges`, `density_vanishes`: \(\rho(r) = (p^2+q^2)\,r^{2\gamma-2}\) for \(r > 0\). As \(r \to 0^+\), \(\rho \to +\infty\) if \(\gamma < 1\) and the amplitudes are not both zero, and \(\rho \to 0\) if \(\gamma > 1\).
5. `density_at_nucleus`: for \(0 < x < 1\), \(\gamma > 0\) and a nonzero solution, \(\rho \to +\infty\) as \(r \to 0^+\) if and only if \(|\kappa| = 1\), and \(\rho \to 0\) if and only if \(|\kappa| \ge 2\). The condition \(x < 1\) means \(Z < c\), where \(c \approx 137\) in atomic units.

The theorem `indicial_witness` supplies an instance: \((p,q) = (1,3)\) solves the equations for \(\kappa = 1\), \(x = 3/5\), \(\gamma = 4/5\). Scaled to \(p^2+q^2 = 1\) the amplitudes are \((1,3)/\sqrt{10}\). The ratio \(p/q = 1/3\) lies between \(x/2 = 0.3\) and \(x = 0.6\), the share of \(P\) is \(1/10 = (1 - 4/5)/2\), and \(\rho(r) = 10\,r^{-2/5}\) for the unscaled pair.

## Derivation

Solvability comes first. Let \(x \ne 0\) and let \((p,q)\) be a nonzero solution. If \(p = 0\), the first equation reads \(0 = xq\), so \(q = 0\) as well; hence \(p \ne 0\). Multiply the first equation by \(\gamma - \kappa\) and the second by \(x\), and add:

\[
(\gamma^2-\kappa^2)\,p + x(\gamma-\kappa)\,q = x(\gamma-\kappa)\,q - x^2 p .
\]

The terms in \(q\) cancel and leave \(p\,(\gamma^2 - \kappa^2 + x^2) = 0\), so \(\gamma^2 = \kappa^2 - x^2\). Put \(\lambda = p/x \ne 0\). Then \(p = \lambda x\), and the first equation gives \(q = (\gamma+\kappa)\,p/x = \lambda(\gamma+\kappa)\). Conversely, take \((p,q) = \lambda(x,\gamma+\kappa)\) with \(\lambda \ne 0\) and \(\gamma^2 = \kappa^2 - x^2\). The first equation holds identically, the second reads \(\lambda(\gamma^2-\kappa^2) = -\lambda x^2\), which is true, and \(p = \lambda x \ne 0\). The choice \(\lambda = 1\) shows that the condition on \(\gamma^2\) is enough for a nonzero solution to exist.

For the ratios let \(x > 0\) and \(\gamma > 0\). If \(\kappa > 0\), the product \((\gamma-\kappa)(\gamma+\kappa) = -x^2\) is negative and \(\gamma + \kappa\) is positive, so \(\gamma < \kappa\). Therefore \(\kappa < \gamma+\kappa < 2\kappa\), and

\[
\frac{p}{q} = \frac{x}{\gamma+\kappa} \in \Big(\frac{x}{2\kappa}, \frac{x}{\kappa}\Big).
\]

If \(\kappa < 0\), the positive factor is \(\gamma - \kappa = \gamma + |\kappa|\), so \(\gamma + \kappa < 0\), that is \(\gamma < |\kappa|\). From \(-(\gamma+\kappa)(\gamma-\kappa) = x^2\),

\[
-\frac{q}{p} = -\frac{\gamma+\kappa}{x} = \frac{x}{\gamma+|\kappa|} \in \Big(\frac{x}{2|\kappa|}, \frac{x}{|\kappa|}\Big),
\]

because \(|\kappa| < \gamma+|\kappa| < 2|\kappa|\). For p\(_{1/2}\) with \(x < 1\) the bound gives \(0 < p/q < 1\): at leading order the component called small is the larger one. For s\(_{1/2}\) with \(x < 1\) the large component is the larger one, and the two amplitudes have opposite signs.

For the share let \(x \ne 0\). The value \(\kappa = 0\) would give \(\gamma^2 = -x^2 < 0\), so \(\kappa \ne 0\). Write \(x^2 = (\kappa-\gamma)(\kappa+\gamma)\), which also shows \(\kappa+\gamma \ne 0\). Then

\[
x^2 + (\gamma+\kappa)^2 = (\kappa+\gamma)\big[(\kappa-\gamma) + (\kappa+\gamma)\big] = 2\kappa(\kappa+\gamma),
\]

and, since \(\lambda^2\) cancels,

\[
\frac{p^2}{p^2+q^2} = \frac{(\kappa-\gamma)(\kappa+\gamma)}{2\kappa(\kappa+\gamma)} = \frac{\kappa-\gamma}{2\kappa} .
\]

For the density at \(r > 0\), \((r^{\gamma})^2/r^2 = r^{2\gamma-2}\), so \(\rho(r) = (p^2+q^2)\,r^{2\gamma-2}\). If \(\gamma < 1\), this is a positive constant times \((1/r)^{2-2\gamma}\), a positive power of a quantity that grows without bound as \(r \to 0^+\). If \(\gamma > 1\), it is a constant times a positive power of \(r\) and tends to zero.

The main result combines these steps. Let \(0 < x < 1\) and \(\gamma > 0\). Since \(\kappa\) is a nonzero integer, either \(|\kappa| = 1\) or \(|\kappa| \ge 2\). In the first case \(\gamma^2 = 1 - x^2 < 1\), so \(\gamma < 1\) and \(\rho \to +\infty\). In the second case \(\gamma^2 \ge 4 - x^2 > 3\), so the positive number \(\gamma\) exceeds 1 and \(\rho \to 0\). The two cases exhaust all \(\kappa\), and a function cannot tend both to \(+\infty\) and to \(0\) as \(r \to 0^+\). Each implication is therefore an equivalence.

## What the formal version assumes

The formal development starts at the indicial equations. The radial Dirac equations, the existence of solutions that begin as \(r^{\gamma}\), and the size of the neglected higher powers do not appear in it, so `density` is the leading term taken by itself and not the density of a bound state. The energy has dropped out, and nothing fixes the overall multiple \(\lambda\); the amplitudes are unnormalised, and the ratios, the share and the type of limit are independent of \(\lambda\).

The signs in `Indicial` fix the relative phase of \(P\) and \(Q\) and the sign convention for \(\kappa\). The other phase choice \(Q \to -Q\) acts on the equations as \(x \to -x\); it reverses the signs of the ratios and leaves the share and the density unchanged. The coupling is an arbitrary real number, not tied to an integer \(Z\). The label \(\kappa\) is any integer, and \(\kappa \ne 0\) is a conclusion of `large_component_share` instead of a hypothesis.

The condition \(\gamma > 0\) selects the positive root of \(\gamma^2 = \kappa^2 - x^2\). It is assumed, with no argument from square integrability or finite energy. In the main theorem it is used for \(|\kappa| \ge 2\), where the negative root would give a divergent density. The bound \(x < 1\) appears only in `density_at_nucleus`, and there too it is used for \(|\kappa| \ge 2\): for \(|\kappa| = 2\) and \(\sqrt3 < x < 2\) the positive root is below 1. The bound \(x > 0\) excludes the uncoupled case, in which \(\kappa = -1\), \(\gamma = 1\), \(q = 0\) gives the constant \(\rho = p^2\), a case covered by neither limit lemma.

The limits are taken along `𝓝[>] 0`, the approach to zero through positive \(r\), so the value that Lean assigns to `density` at \(r = 0\) by its convention for division by zero plays no part.

The nucleus is a point and the electron is alone. Two physical comments lie beyond the theorems: an additional screening potential \(W\) with \(rW(r) \to 0\) leaves the indicial equations unchanged, and a nucleus of finite size removes the \(1/r\) singularity from which they were obtained.

## The Lean file

```lean
import Mathlib

open Filter Topology

namespace DiracNearNucleus

noncomputable section

/-- The leading-order radial Dirac equations at a point nucleus of coupling `x = Z/c` for
components `P = p r^γ`, `Q = q r^γ` in the channel `κ`. -/
def Indicial (κ : ℤ) (x γ p q : ℝ) : Prop :=
  (γ + κ) * p = x * q ∧ (γ - κ) * q = -x * p

/-- The leading radial density `(P² + Q²) / r²` for `P = p r^γ`, `Q = q r^γ`. -/
def density (γ p q r : ℝ) : ℝ :=
  ((p * r ^ γ) ^ 2 + (q * r ^ γ) ^ 2) / r ^ 2

/-- For nonzero coupling, `(p, q)` is a nonzero solution of the leading-order equations exactly
when `γ² = κ² - x²` and `(p, q)` is a nonzero multiple of `(x, γ + κ)`. -/
theorem solution_iff (κ : ℤ) {x γ p q : ℝ} (hx : x ≠ 0) :
    (Indicial κ x γ p q ∧ (p ≠ 0 ∨ q ≠ 0)) ↔
      γ ^ 2 = (κ : ℝ) ^ 2 - x ^ 2 ∧ ∃ c : ℝ, c ≠ 0 ∧ p = c * x ∧ q = c * (γ + κ) := by
  constructor
  · rintro ⟨⟨h1, h2⟩, hne⟩
    -- the large amplitude cannot vanish
    have hp : p ≠ 0 := by
      intro hp
      rcases hne with h | h
      · exact h hp
      · have h0 : x * q = 0 := by rw [← h1, hp, mul_zero]
        exact mul_ne_zero hx h h0
    refine ⟨?_, p / x, div_ne_zero hp hx, (div_mul_cancel₀ p hx).symm, ?_⟩
    · -- eliminate q between the two equations
      have h : p * (γ ^ 2 - (κ : ℝ) ^ 2 + x ^ 2) = 0 := by
        linear_combination (γ - κ) * h1 + x * h2
      have h' := (mul_eq_zero.1 h).resolve_left hp
      linarith
    · rw [div_mul_eq_mul_div, eq_div_iff hx]
      linear_combination -h1
  · rintro ⟨hg, c, hc, rfl, rfl⟩
    refine ⟨⟨by ring, ?_⟩, Or.inl (mul_ne_zero hc hx)⟩
    linear_combination c * hg

/-- The amplitudes `(p, q) = (1, 3)` solve the leading-order equations for `κ = 1`, `x = 3/5`,
`γ = 4/5`. -/
theorem indicial_witness : Indicial 1 (3 / 5) (4 / 5) 1 3 := by
  constructor <;> norm_num

/-- For `κ > 0`, positive coupling and positive exponent, the ratio of large to small amplitude
lies strictly between `x/(2κ)` and `x/κ`. -/
theorem ratio_pos_kappa {κ : ℤ} {x γ p q : ℝ} (hκ : 0 < κ) (hx : 0 < x) (hγ : 0 < γ)
    (h : Indicial κ x γ p q) (hne : p ≠ 0 ∨ q ≠ 0) :
    x / (2 * κ) < p / q ∧ p / q < x / κ := by
  obtain ⟨hg, c, hc, rfl, rfl⟩ := (solution_iff κ hx.ne').1 ⟨h, hne⟩
  have hk : (0 : ℝ) < κ := by exact_mod_cast hκ
  -- the exponent lies below κ
  have hlt : γ < κ := by
    by_contra hge
    have hge' : (κ : ℝ) ≤ γ := not_lt.1 hge
    nlinarith [mul_nonneg (sub_nonneg.2 hge') (add_pos hγ hk).le, mul_pos hx hx]
  rw [mul_div_mul_left _ _ hc]
  exact ⟨div_lt_div_of_pos_left hx (by linarith) (by linarith),
    div_lt_div_of_pos_left hx hk (by linarith)⟩

/-- For `κ = 1`, positive coupling and positive exponent, `x/2 < p/q < x`. -/
theorem ratio_kappa_one {x γ p q : ℝ} (hx : 0 < x) (hγ : 0 < γ)
    (h : Indicial 1 x γ p q) (hne : p ≠ 0 ∨ q ≠ 0) :
    x / 2 < p / q ∧ p / q < x := by
  simpa using ratio_pos_kappa one_pos hx hγ h hne

/-- For `κ < 0`, positive coupling and positive exponent, minus the ratio of small to large
amplitude lies strictly between `x/(2|κ|)` and `x/|κ|`. -/
theorem ratio_neg_kappa {κ : ℤ} {x γ p q : ℝ} (hκ : κ < 0) (hx : 0 < x) (hγ : 0 < γ)
    (h : Indicial κ x γ p q) (hne : p ≠ 0 ∨ q ≠ 0) :
    x / (2 * |(κ : ℝ)|) < -(q / p) ∧ -(q / p) < x / |(κ : ℝ)| := by
  obtain ⟨hg, c, hc, rfl, rfl⟩ := (solution_iff κ hx.ne').1 ⟨h, hne⟩
  have hk : (κ : ℝ) < 0 := by exact_mod_cast hκ
  have hpos : 0 < γ - κ := by linarith
  -- the exponent lies below -κ
  have hlt : γ < -κ := by
    by_contra hge
    have hge' : -(κ : ℝ) ≤ γ := not_lt.1 hge
    nlinarith [mul_nonneg (sub_nonneg.2 hge') hpos.le, mul_pos hx hx]
  have hr : -((γ + κ) / x) = x / (γ - κ) := by
    rw [← neg_div, div_eq_div_iff hx.ne' hpos.ne']
    linear_combination -hg
  rw [mul_div_mul_left _ _ hc, hr, abs_of_neg hk]
  exact ⟨div_lt_div_of_pos_left hx hpos (by linarith),
    div_lt_div_of_pos_left hx (by linarith) (by linarith)⟩

/-- For nonzero coupling, a nonzero solution has `κ ≠ 0`, and the share `p²/(p² + q²)` of the
large component equals `(κ - γ)/(2κ)`. -/
theorem large_component_share {κ : ℤ} {x γ p q : ℝ} (hx : x ≠ 0)
    (h : Indicial κ x γ p q) (hne : p ≠ 0 ∨ q ≠ 0) :
    κ ≠ 0 ∧ p ^ 2 / (p ^ 2 + q ^ 2) = (κ - γ) / (2 * κ) := by
  obtain ⟨hg, c, hc, rfl, rfl⟩ := (solution_iff κ hx).1 ⟨h, hne⟩
  have hk : (κ : ℝ) ≠ 0 := by
    intro h0
    rw [h0] at hg
    have hx2 : 0 < x ^ 2 := by positivity
    nlinarith [sq_nonneg γ]
  have hp : 0 < (c * x) ^ 2 := by positivity
  have hd : (c * x) ^ 2 + (c * (γ + κ)) ^ 2 ≠ 0 :=
    (add_pos_of_pos_of_nonneg hp (sq_nonneg _)).ne'
  refine ⟨by exact_mod_cast hk, ?_⟩
  rw [div_eq_div_iff hd (mul_ne_zero two_ne_zero hk)]
  linear_combination c ^ 2 * (κ + γ) * hg

/-- At positive radius the leading density is the power law `(p² + q²) r^(2γ - 2)`. -/
theorem density_eq (γ p q : ℝ) {r : ℝ} (hr : 0 < r) :
    density γ p q r = (p ^ 2 + q ^ 2) * r ^ (2 * γ - 2) := by
  have h : r ^ (2 * γ - 2) = (r ^ γ) ^ 2 / r ^ 2 := by
    rw [Real.rpow_sub hr, mul_comm 2 γ, Real.rpow_mul hr.le]
    simp only [Real.rpow_two]
  rw [h, density]
  ring

/-- For `γ < 1` and amplitudes not both zero, the leading density tends to infinity as
`r → 0⁺`. -/
theorem density_diverges {γ p q : ℝ} (hγ : γ < 1) (hne : p ≠ 0 ∨ q ≠ 0) :
    Tendsto (density γ p q) (𝓝[>] 0) atTop := by
  have hA : 0 < p ^ 2 + q ^ 2 := by
    rcases hne with h | h <;> positivity
  have hy : 0 < -(2 * γ - 2) := by linarith
  -- a positive power of 1/r
  have h1 : Tendsto (fun r : ℝ => r⁻¹ ^ (-(2 * γ - 2))) (𝓝[>] 0) atTop :=
    (tendsto_rpow_atTop hy).comp tendsto_inv_nhdsGT_zero
  refine (h1.const_mul_atTop hA).congr' ?_
  filter_upwards [self_mem_nhdsWithin] with r hr
  have hr' : 0 < r := hr
  rw [density_eq γ p q hr', Real.inv_rpow hr'.le, Real.rpow_neg hr'.le, inv_inv]

/-- For `γ > 1` the leading density tends to zero as `r → 0⁺`. -/
theorem density_vanishes {γ : ℝ} (p q : ℝ) (hγ : 1 < γ) :
    Tendsto (density γ p q) (𝓝[>] 0) (𝓝 0) := by
  have hy : 0 < 2 * γ - 2 := by linarith
  have h0 := (Real.continuousAt_rpow_const 0 (2 * γ - 2) (Or.inr hy.le)).tendsto
  rw [Real.zero_rpow hy.ne'] at h0
  have h1 := (h0.mono_left (nhdsWithin_le_nhds (s := Set.Ioi 0))).const_mul (p ^ 2 + q ^ 2)
  rw [mul_zero] at h1
  refine h1.congr' ?_
  filter_upwards [self_mem_nhdsWithin] with r hr
  exact (density_eq γ p q hr).symm

/-- For `0 < x < 1`, `γ > 0` and a nonzero solution of the leading-order equations, the leading
density tends to infinity as `r → 0⁺` exactly when `|κ| = 1`, and to zero exactly when
`|κ| ≥ 2`. -/
theorem density_at_nucleus {κ : ℤ} {x γ p q : ℝ} (hx : 0 < x) (hx1 : x < 1) (hγ : 0 < γ)
    (h : Indicial κ x γ p q) (hne : p ≠ 0 ∨ q ≠ 0) :
    (Tendsto (density γ p q) (𝓝[>] 0) atTop ↔ |κ| = 1) ∧
      (Tendsto (density γ p q) (𝓝[>] 0) (𝓝 0) ↔ 2 ≤ |κ|) := by
  have hg := ((solution_iff κ hx.ne').1 ⟨h, hne⟩).1
  have hκ := (large_component_share hx.ne' h hne).1
  rcases (Int.one_le_abs hκ).eq_or_lt with h1 | h1
  · -- |κ| = 1 gives γ² = 1 - x² < 1
    have hk : κ ^ 2 = 1 := by rw [← sq_abs, ← h1]; norm_num
    have hk' : (κ : ℝ) ^ 2 = 1 := by exact_mod_cast hk
    have hlt : γ < 1 := by
      by_contra hge
      have hge' : 1 ≤ γ := not_lt.1 hge
      nlinarith [mul_pos hx hx]
    have hT := density_diverges hlt hne
    exact ⟨⟨fun _ => h1.symm, fun _ => hT⟩,
      ⟨fun h0 => absurd h0 (not_tendsto_nhds_of_tendsto_atTop hT 0),
        fun h2 => by exfalso; linarith⟩⟩
  · -- |κ| ≥ 2 gives γ² > 3
    have h2 : 2 ≤ |κ| := by
      have := Int.add_one_le_iff.2 h1
      linarith
    have hk : 4 ≤ κ ^ 2 := by nlinarith [sq_abs κ, sq_nonneg (|κ| - 2)]
    have hk' : (4 : ℝ) ≤ (κ : ℝ) ^ 2 := by exact_mod_cast hk
    have hgt : 1 < γ := by
      by_contra hle
      have hle' : γ ≤ 1 := not_lt.1 hle
      nlinarith [mul_pos hx (sub_pos.2 hx1), mul_nonneg hγ.le (sub_nonneg.2 hle')]
    have hT := density_vanishes p q hgt
    exact ⟨⟨fun h0 => absurd hT (not_tendsto_nhds_of_tendsto_atTop h0 0),
        fun h3 => absurd h3 h1.ne'⟩, ⟨fun _ => h2, fun _ => hT⟩⟩

end

end DiracNearNucleus
```

```lean
#print axioms DiracNearNucleus.ratio_kappa_one
#print axioms DiracNearNucleus.ratio_neg_kappa
#print axioms DiracNearNucleus.density_at_nucleus
```

```
'DiracNearNucleus.ratio_kappa_one' depends on axioms: [propext, Classical.choice, Quot.sound]
'DiracNearNucleus.ratio_neg_kappa' depends on axioms: [propext, Classical.choice, Quot.sound]
'DiracNearNucleus.density_at_nucleus' depends on axioms: [propext, Classical.choice, Quot.sound]
```

## Notes on the proof

The forward direction of `solution_iff` follows the derivation line by line. The step `hp` shows \(p \ne 0\), the call `linear_combination (γ - κ) * h1 + x * h2` is the elimination of \(q\), and `p / x` is offered as the multiple. In the reverse direction the amplitudes are substituted, `ring` closes the first equation, and `linear_combination c * hg` closes the second, `hg` being \(\gamma^2 = \kappa^2 - x^2\). The ratio and share theorems open by applying this equivalence, so that \(p\) and \(q\) are replaced by \(\lambda x\) and \(\lambda(\gamma+\kappa)\).

In `ratio_pos_kappa` the inequality `hlt : γ < κ` is proved by contradiction. The hints given to `nlinarith` are \((\gamma-\kappa)(\gamma+\kappa) \ge 0\), which would follow from \(\gamma \ge \kappa\), and \(x^2 > 0\); together they contradict `hg`. The lemma `mul_div_mul_left` cancels \(\lambda\), and `div_lt_div_of_pos_left` states that a fraction with a fixed positive numerator decreases as its positive denominator grows, which gives both bounds. The theorem `ratio_kappa_one` is the case \(\kappa = 1\). In `ratio_neg_kappa` the additional step `hr` is the identity \(-(\gamma+\kappa)/x = x/(\gamma-\kappa)\), proved by cross-multiplication.

In `large_component_share` the step `hk` excludes \(\kappa = 0\) and `hd` shows \(p^2+q^2 \ne 0\). The proof does not factor and cancel \(\kappa+\gamma\). It cross-multiplies the claimed identity, and the difference of the two sides is \(\lambda^2(\kappa+\gamma)(\gamma^2-\kappa^2+x^2)\), which is the content of `linear_combination c ^ 2 * (κ + γ) * hg`.

The lemma `density_eq` uses the power laws `Real.rpow_sub` and `Real.rpow_mul`, which is where \(r > 0\) enters. In `density_diverges` the limit `h1` composes \(1/r \to +\infty\) with the growth of a positive power, and `hA` supplies \(p^2+q^2 > 0\). In `density_vanishes` the limit comes from continuity of \(r \mapsto r^{2\gamma-2}\) at zero, restricted to positive \(r\). Both proofs end by replacing the power law with `density`, which is allowed because the two agree for all \(r > 0\).

The proof of `density_at_nucleus` takes `hg` from `solution_iff` and \(\kappa \ne 0\) from `large_component_share`, and splits \(1 \le |\kappa|\) into equality and strict inequality. In the first branch \(\gamma \ge 1\) is refuted by \(\gamma^2 = 1 - x^2\) and \(x^2 > 0\). In the second branch \(\gamma \le 1\) is refuted with the hints \(x(1-x) > 0\) and \(\gamma(1-\gamma) \ge 0\), which give \(x^2 < 1\) and \(\gamma^2 \le 1\), against \(\gamma^2 = \kappa^2 - x^2\) with \(\kappa^2 \ge 4\). In each branch `not_tendsto_nhds_of_tendsto_atTop` expresses that the two limits exclude each other, and this supplies the directions of the equivalences that lead from a limit back to a condition on \(|\kappa|\) that fails in the branch.
